# Swapping the couplings to a full and an empty lead preserves the Keldysh determinant of a non-interacting device

At a single energy, `keldysh a L R z` is the Keldysh matrix of a finite, non-interacting device coupled through `L` to a full lead and through `R` to an empty one. The inverse retarded Green function of the device is `a + i(L+R)/2`, and the counting factor `z` multiplies only the upper right block, `i z L`; `L` also enters both diagonal blocks, without `z`. The theorem `keldysh_det_exchange` says that the determinant of this matrix, not divided by its value at `z = 1`, stays the same for every complex `z` when `L` and `R` are interchanged. Here `a`, `L` and `R` are arbitrary complex square matrices of the same finite size, with no Hermiticity or positivity assumed. For `z = 0` the proof uses block triangularity; otherwise it relates one matrix to minus the other through an invertible weighted swap of the two Keldysh branches, then takes determinants and cancels that of the swap.

The first attempt, which Lean rejects:

```lean
import Mathlib

open Matrix
open Complex (I)

namespace KeldyshCounting

noncomputable section

variable {n : Type*} [Fintype n] [DecidableEq n]

/-- The inverse retarded Green function `P = a + i(L+R)/2` of a device coupled to two leads. -/
def inverseGreen (a L R : Matrix n n ℂ) : Matrix n n ℂ := a + (I / 2) • (L + R)

/-- The Keldysh matrix with counting factor `z` in its upper right block `i z L`. -/
def keldysh (a L R : Matrix n n ℂ) (z : ℂ) : Matrix (n ⊕ n) (n ⊕ n) ℂ :=
  fromBlocks (a - (I / 2) • (L - R)) ((I * z) • L) (-(I • R)) (-a - (I / 2) • (L - R))

omit [Fintype n] [DecidableEq n] in
/-- The Keldysh matrix written in terms of `P = inverseGreen a L R`, `iL` and `iR`. -/
theorem keldysh_eq (a L R : Matrix n n ℂ) (z : ℂ) :
    keldysh a L R z = fromBlocks (inverseGreen a L R - I • L) (z • (I • L)) (-(I • R))
      (I • R - inverseGreen a L R) := by
  rw [keldysh, inverseGreen, fromBlocks_inj]
  refine ⟨?_, ?_, rfl, ?_⟩ <;> module

/-- Exchanging the two leads leaves the Keldysh determinant unchanged at every `z`. -/
theorem keldysh_det_exchange (a L R : Matrix n n ℂ) (z : ℂ) :
    (keldysh a L R z).det = (keldysh a R L z).det := by
  have hsym : inverseGreen a R L = inverseGreen a L R := by
    rw [inverseGreen, inverseGreen, add_comm R L]
  rw [keldysh_eq, keldysh_eq, hsym]
  generalize inverseGreen a L R = P
  generalize I • L = l
  generalize I • R = r
  have hsign : (-1 : ℂ) ^ (Fintype.card n + Fintype.card n) = 1 := Even.neg_one_pow ⟨_, rfl⟩
  by_cases hz : z = 0
  · -- Both matrices are block triangular.
    rw [hz, zero_smul, zero_smul, det_fromBlocks_zero₁₂, det_fromBlocks_zero₁₂,
      ← neg_sub P r, ← neg_sub P l, det_neg, det_neg]
    ring
  · -- A weighted swap of the two Keldysh branches relates the matrices.
    have hJ : fromBlocks (P - l) (z • l) (-r) (r - P) * fromBlocks 0 (z • 1) 1 0
        = fromBlocks 0 (z • 1) 1 0 * -fromBlocks (P - r) (z • r) (-l) (l - P) := by
      rw [fromBlocks_neg, fromBlocks_multiply, fromBlocks_multiply, fromBlocks_inj]
      refine ⟨?_, ?_, ?_, ?_⟩ <;> simp
    have hinv : fromBlocks (0 : Matrix n n ℂ) (z • 1) 1 0 * fromBlocks 0 1 (z⁻¹ • 1) 0 = 1 := by
      rw [fromBlocks_multiply, ← fromBlocks_one, fromBlocks_inj]
      refine ⟨?_, ?_, ?_, ?_⟩ <;> simp [smul_smul, hz]
    have hne : (fromBlocks (0 : Matrix n n ℂ) (z • 1) 1 0).det ≠ 0 := by
      intro h0
      have h1 := congrArg Matrix.det hinv
      rw [det_mul, h0, zero_mul, det_one] at h1
      exact zero_ne_one h1
    have hd := congrArg Matrix.det hJ
    rw [det_mul, det_mul, det_neg, Fintype.card_sum, hsign, one_mul, mul_comm] at hd
    exact mul_left_cancel₀ hne hd

end

end KeldyshCounting
```

Compiling this gives:

```
Main.lean:47:51: error: typeclass instance problem is stuck
  OfNat (Matrix n ?m.328 ℂ) 1

Note: Lean will not try to resolve this typeclass instance problem because the first type argument to `OfNat` contains metavariables. This argument must be fully determined before Lean will try to resolve the typeclass.

Hint: Adding type annotations and supplying implicit arguments to functions can give Lean more information for typeclass resolution. For example, if you have a variable `x` that you intend to be a `Nat`, but Lean reports it as having an unresolved type like `?m`, replacing `x` with `(x : Nat)` can get typeclass resolution un-stuck.
numerals are polymorphic in Lean, but the numeral `1` cannot be used in a context where the expected type is
  Matrix n ?m.328 ℂ
due to the absence of the instance above
```

Diagnosis. The error is in the statement of `hinv`, at the `1` in the first `z • 1`. `fromBlocks` allows rectangular blocks, so the annotated zero block fixes only the row type of the upper blocks and the column type of the left ones. The upper right block therefore has type `Matrix n ?m.328 ℂ`, with its column type still unknown. The numeral `1` needs an `OfNat` instance, which Lean will not look for while that type is undetermined.

The diff writes the identity blocks as `(1 : Matrix n n ℂ)` and also annotates the first zero block of the second factor. Together these fix every index type in the product, so the instance can be found.

The statement of `hne` contains the same underdetermined matrix. Taking `.det` requires the row and column types to agree, but does not make the missing one `n`, so the diff annotates the identity blocks there too. The mathematics and the proof steps are unchanged.

After these edits no error is left:

```diff
@@ -45,8 +45,10 @@
       rw [fromBlocks_neg, fromBlocks_multiply, fromBlocks_multiply, fromBlocks_inj]
       refine ⟨?_, ?_, ?_, ?_⟩ <;> simp
-    have hinv : fromBlocks (0 : Matrix n n ℂ) (z • 1) 1 0 * fromBlocks 0 1 (z⁻¹ • 1) 0 = 1 := by
+    have hinv : fromBlocks (0 : Matrix n n ℂ) (z • (1 : Matrix n n ℂ)) (1 : Matrix n n ℂ) 0
+        * fromBlocks (0 : Matrix n n ℂ) (1 : Matrix n n ℂ) (z⁻¹ • (1 : Matrix n n ℂ)) 0 = 1 := by
       rw [fromBlocks_multiply, ← fromBlocks_one, fromBlocks_inj]
       refine ⟨?_, ?_, ?_, ?_⟩ <;> simp [smul_smul, hz]
-    have hne : (fromBlocks (0 : Matrix n n ℂ) (z • 1) 1 0).det ≠ 0 := by
+    have hne : (fromBlocks (0 : Matrix n n ℂ) (z • (1 : Matrix n n ℂ))
+        (1 : Matrix n n ℂ) 0).det ≠ 0 := by
       intro h0
       have h1 := congrArg Matrix.det hinv
```
